# A simplified Bell-type hidden-variable model for a sharp measurement on one spin one-half

Take a spin with Bloch vector \(r=(0,0,\tfrac12)\) and measure it along \(n=(0,0,1)\). Draw a number \(u\) uniformly from \([-1,1]\) and report \(+1\) if \(u+\tfrac12\ge 0\), otherwise \(-1\). The values giving \(+1\) fill \([-\tfrac12,1]\), of length \(\tfrac32\) out of a total length 2, so \(+1\) has probability \(\tfrac34\) and the mean outcome is \(\tfrac34-\tfrac14=\tfrac12\). Quantum mechanics gives the same two numbers.

In general the outcome is the sign of \(u+r\cdot n\). For \(r\) in the closed unit ball and \(n\) a real unit vector, its mean is \(r\cdot n\), and each sign \(s\) has probability \((1+s\,r\cdot n)/2\). Thus, for a single spin one-half measured once, the statistics of sharp measurements are compatible with outcomes fixed in advance by a hidden variable. Bell's inequality concerns correlations between separated systems, and this one-spin model does not bear on it.

The rule is a simplified variant of one of Bell's single-spin models. Reversing \(n\) only exchanges the labels of the two results, yet for \(u>|r\cdot n|\) the rule used here reports \(+1\) along both \(n\) and \(-n\). The rule in that model of Bell's puts \(|r\cdot n|\) in place of \(r\cdot n\) and multiplies by an additional sign factor, which is the sign of \(r\cdot n\) when that number is nonzero and changes sign when \(n\) is reversed. This makes the two predetermined results opposite. The simplified rule reproduces the statistics for each chosen \(n\), which is all that is proved below.

## The quantum side: state, spin component and effect

Vectors are functions `Fin 3 → ℝ`, so the components \(x,y,z\) carry the indices 0, 1, 2, and `r ⬝ᵥ n` is the dot product \(r\cdot n\). The spin component along \(n\), in units of \(\hbar/2\), is

\[
\sigma_n=\begin{pmatrix} n_2 & n_0-i n_1\\ n_0+i n_1 & -n_2\end{pmatrix}.
\]

```lean
import Mathlib

open Matrix MeasureTheory Set

namespace BellSingleSpin

noncomputable section

/-- The spin component `n · σ` along a real vector `n`, in units of `ħ/2`. -/
def sigma (n : Fin 3 → ℝ) : Matrix (Fin 2) (Fin 2) ℂ :=
  !![(n 2 : ℂ), (n 0 : ℂ) - (n 1 : ℂ) * Complex.I;
     (n 0 : ℂ) + (n 1 : ℂ) * Complex.I, -(n 2 : ℂ)]
```

The state is \(\rho=(1+\sigma_r)/2\), and the effect for outcome \(s\) is \(P_s=(1+s\sigma_n)/2\). Both definitions accept any real arguments; the physical restrictions enter as hypotheses of the theorems.

```lean
/-- The matrix `(1 + r · σ)/2` with Bloch vector `r`. -/
def blochState (r : Fin 3 → ℝ) : Matrix (Fin 2) (Fin 2) ℂ :=
  (1 / 2 : ℂ) • (1 + sigma r)

/-- The matrix `(1 + s n · σ)/2` belonging to outcome `s` of a spin measurement along `n`. -/
def spinProj (n : Fin 3 → ℝ) (s : ℝ) : Matrix (Fin 2) (Fin 2) ℂ :=
  (1 / 2 : ℂ) • (1 + (s : ℂ) • sigma n)
```

## A uniform hidden variable

The uniform law of \(u\) is a postulate of the model, built into a definition. It represents ignorance of a variable that, together with \(r\) and \(n\), fixes the result. `hiddenLaw` is half of Lebesgue measure restricted to \([-1,1]\), and `outcome` is the sign rule, with the tie \(u=-r\cdot n\) assigned to \(+1\). A tie is a single point and has probability zero.

```lean
/-- The uniform distribution of the hidden variable on `[-1, 1]`. -/
def hiddenLaw : Measure ℝ :=
  (2⁻¹ : ENNReal) • (volume.restrict (Icc (-1 : ℝ) 1))

/-- The outcome fixed by the hidden variable `u`: the sign of `u + r · n`, with the sign
of zero taken as `+1`. -/
def outcome (r n : Fin 3 → ℝ) (u : ℝ) : ℝ :=
  if 0 ≤ u + r ⬝ᵥ n then 1 else -1
```

The total probability is half the length of \([-1,1]\), which is one.

```lean
/-- The law of the hidden variable has total probability one. -/
instance hiddenLaw_isProbability : IsProbabilityMeasure hiddenLaw := ⟨by
  have h : (1 : ℝ) - -1 = 2 := by norm_num
  rw [hiddenLaw, Measure.smul_apply, Measure.restrict_apply_univ, Real.volume_Icc,
    smul_eq_mul, h, ENNReal.ofReal_ofNat]
  exact ENNReal.inv_mul_cancel two_ne_zero ENNReal.ofNat_ne_top⟩
```

Uniformity makes probability proportional to length, and so linear in the threshold \(-r\cdot n\). With another law the agreement fails for some \(r\) and \(n\): if \(u\) were always 0, the opening example would give \(+1\) with certainty instead of with probability \(\tfrac34\).

## A unit direction and an outcome that is a sign

The hypothesis `hn : n ⬝ᵥ n = 1` says that \(n\) is a direction in space, and `hs : s = 1 ∨ s = -1` says that \(s\) is a possible reading. Together they make the measurement sharp. Multiplying out \(\sigma_n^2\), both diagonal entries are

\[
n_2^2+(n_0-i n_1)(n_0+i n_1)=n_0^2+n_1^2+n_2^2,
\]

and the off-diagonal entries cancel, for instance \(n_2(n_0-i n_1)-(n_0-i n_1)n_2=0\). Hence \(\sigma_n^2=(n\cdot n)\,1\). The proof checks the four entries separately, using \(i^2=-1\) where needed.

```lean
/-- The square of a spin component is the squared length of its vector times the identity. -/
theorem sigma_mul_self (n : Fin 3 → ℝ) :
    sigma n * sigma n = ((n ⬝ᵥ n : ℝ) : ℂ) • 1 := by
  ext i j
  fin_cases i <;> fin_cases j <;>
    simp [sigma, Matrix.mul_apply, Fin.sum_univ_two, dotProduct, Fin.sum_univ_three] <;>
    first
    | ring1
    | linear_combination (-(n 1 : ℂ) ^ 2) * Complex.I_sq
```

For unit \(n\) this gives \(\sigma_n^2=1\). Since \(s^2=1\),

\[
\sigma_nP_s=\tfrac12(\sigma_n+s)=\tfrac{s}{2}(1+s\sigma_n)=sP_s,
\]
\[
P_s^2=\tfrac12(P_s+s\,\sigma_nP_s)=\tfrac12(P_s+s^2P_s)=P_s .
\]

So \(P_s\) is idempotent, and \(\sigma_n\) has the value \(s\) on its range. In the proof, `h` is the first line, `e` expands multiplication by \(P_s\) from the left, and the two signs are treated as separate cases.

```lean
/-- For a unit vector `n` and a sign `s`, the matrix `spinProj n s` is idempotent, and
`n · σ` acts on its range as multiplication by `s`. -/
theorem spinProj_sharp {n : Fin 3 → ℝ} (hn : n ⬝ᵥ n = 1) {s : ℝ} (hs : s = 1 ∨ s = -1) :
    spinProj n s * spinProj n s = spinProj n s ∧
      sigma n * spinProj n s = (s : ℂ) • spinProj n s := by
  have h2 : sigma n * sigma n = 1 := by
    rw [sigma_mul_self, hn, Complex.ofReal_one, one_smul]
  have h : sigma n * spinProj n s = (s : ℂ) • spinProj n s := by
    simp only [spinProj, mul_smul_comm, mul_add, mul_one, h2]
    rcases hs with rfl | rfl <;> push_cast <;> module
  have e : ∀ Q, spinProj n s * Q = (1 / 2 : ℂ) • (Q + (s : ℂ) • (sigma n * Q)) := by
    intro Q
    rw [spinProj, smul_mul_assoc, add_mul, one_mul, smul_mul_assoc]
  refine ⟨?_, h⟩
  rw [e, h]
  rcases hs with rfl | rfl <;> push_cast <;> module
```

If \(n\) is shorter than a unit vector, \(P_s\) is no longer idempotent and the measurement is unsharp. If \(n\) is too long, the statistics themselves can fail: for \(r=(0,0,1)\) and \(n=(0,0,2)\) the model always returns \(+1\), with mean 1, while \(r\cdot n=2\). The condition on \(s\) matters as well. The outcome is never 0, so \(s=0\) has probability 0, whereas the formula would give \(\tfrac12\).

## Trace formulas that need no hypothesis

The quantum predictions follow from two traces. First, \(\operatorname{tr}\sigma_n=n_2-n_2=0\), and likewise for \(\sigma_r\). Second, adding the diagonal entries of \(\sigma_r\sigma_n\),

\[
\begin{aligned}
\operatorname{tr}(\sigma_r\sigma_n)
&=2r_2n_2+(r_0-i r_1)(n_0+i n_1)+(r_0+i r_1)(n_0-i n_1)\\
&=2\,r\cdot n .
\end{aligned}
\]

Therefore

\[
\operatorname{tr}(\rho\sigma_n)=\tfrac12(0+2\,r\cdot n)=r\cdot n,
\]
\[
\operatorname{tr}(\rho P_s)=\tfrac14(2+0+0+2s\,r\cdot n)=\tfrac12(1+s\,r\cdot n).
\]

These are algebraic identities for all real \(r\), \(n\) and \(s\). The theorem equates complex traces with real numbers regarded as complex ones. Its proof expands the matrix entries and then uses \(i^2=-1\).

```lean
/-- For all real `r`, `n` and `s`, the trace of `blochState r * spinProj n s` is `(1 + s r · n)/2`,
and the trace of `blochState r * sigma n` is `r · n`. -/
theorem born_rule (r n : Fin 3 → ℝ) (s : ℝ) :
    (blochState r * spinProj n s).trace = (((1 + s * (r ⬝ᵥ n)) / 2 : ℝ) : ℂ) ∧
      (blochState r * sigma n).trace = ((r ⬝ᵥ n : ℝ) : ℂ) := by
  constructor
  · simp [blochState, spinProj, sigma, Matrix.trace_fin_two, Matrix.mul_apply,
      Fin.sum_univ_two, dotProduct, Fin.sum_univ_three, Matrix.one_apply]
    linear_combination (-((s : ℂ) * r 1 * n 1) / 2) * Complex.I_sq
  · simp [blochState, sigma, Matrix.trace_fin_two, Matrix.mul_apply,
      Fin.sum_univ_two, dotProduct, Fin.sum_univ_three, Matrix.one_apply]
    linear_combination (-((r 1 : ℂ) * n 1)) * Complex.I_sq
```

## A Bloch vector in the closed unit ball

The hypothesis `hr : r ⬝ᵥ r ≤ 1` is the condition for \(\rho\) to be a physical state. Since \(\sigma_r\) is traceless with square \(|r|^2\,1\), the eigenvalues of \(\rho\) are \((1\pm|r|)/2\), and neither is negative exactly when \(|r|\le1\). The Lean statements use the inequality on \(r\) directly and do not derive it from positivity of \(\rho\).

Its role is to keep the threshold inside the range of \(u\). The identity

\[
\begin{aligned}
(r\cdot r)(n\cdot n)-(r\cdot n)^2={}&(r_0n_1-r_1n_0)^2+(r_0n_2-r_2n_0)^2\\
&+(r_1n_2-r_2n_1)^2
\end{aligned}
\]

has a nonnegative right-hand side. With \(n\cdot n=1\) and \(r\cdot r\le1\) it gives \((r\cdot n)^2\le1\), hence \(|r\cdot n|\le1\). The proof supplies the same three squares to `nlinarith`.

```lean
/-- A Bloch vector in the unit ball has a component of size at most one along any
unit vector. -/
theorem abs_dot_le_one {r n : Fin 3 → ℝ} (hr : r ⬝ᵥ r ≤ 1) (hn : n ⬝ᵥ n = 1) :
    |r ⬝ᵥ n| ≤ 1 := by
  have key : (r ⬝ᵥ n) ^ 2 ≤ (r ⬝ᵥ r) * (n ⬝ᵥ n) := by
    simp only [dotProduct, Fin.sum_univ_three]
    nlinarith [sq_nonneg (r 0 * n 1 - r 1 * n 0), sq_nonneg (r 0 * n 2 - r 2 * n 0),
      sq_nonneg (r 1 * n 2 - r 2 * n 1)]
  rw [hn, mul_one] at key
  exact abs_le.mpr ⟨by nlinarith, by nlinarith⟩
```

## A threshold between −1 and 1

The probability and the mean require only \(|r\cdot n|\le1\), and the next two theorems assume just that. Outcome \(+1\) occurs for \(u\in[-r\cdot n,1]\), and outcome \(-1\) for \(u\in[-1,-r\cdot n)\). Half the lengths of these intervals are

\[
\tfrac12(1+r\cdot n),\qquad \tfrac12(1-r\cdot n),
\]

which is \((1+s\,r\cdot n)/2\) for the two signs.

In Lean, `hiddenLaw.real` applied to a set is its probability as a real number. For each sign, the step `e` identifies the relevant hidden values with one of these intervals. The bound on \(r\cdot n\) ensures that the interval lies in \([-1,1]\) and has nonnegative length.

```lean
/-- If `|r · n| ≤ 1`, the hidden variable yields outcome `s` with probability
`(1 + s r · n)/2`. -/
theorem outcome_probability {r n : Fin 3 → ℝ} (h : |r ⬝ᵥ n| ≤ 1) {s : ℝ}
    (hs : s = 1 ∨ s = -1) :
    hiddenLaw.real {u | outcome r n u = s} = (1 + s * (r ⬝ᵥ n)) / 2 := by
  obtain ⟨h1, h2⟩ := abs_le.mp h
  rcases hs with rfl | rfl
  · -- outcome +1: the hidden variable lies above the threshold
    have e : {u | outcome r n u = 1} ∩ Icc (-1) 1 = Icc (-(r ⬝ᵥ n)) 1 := by
      ext u
      simp only [outcome, mem_inter_iff, Set.mem_ofPred_eq, mem_Icc]
      split_ifs with hu
      · exact ⟨fun q => ⟨by linarith, q.2.2⟩, fun q => ⟨rfl, by linarith [q.1], q.2⟩⟩
      · exact ⟨fun q => absurd q.1 (by norm_num), fun q => absurd (by linarith [q.1]) hu⟩
    rw [measureReal_def, hiddenLaw, Measure.smul_apply,
      Measure.restrict_apply' measurableSet_Icc, e, Real.volume_Icc, smul_eq_mul,
      ENNReal.toReal_mul, ENNReal.toReal_ofReal (by linarith), ENNReal.toReal_inv,
      ENNReal.toReal_ofNat]
    ring
  · -- outcome -1: the hidden variable lies below the threshold
    have e : {u | outcome r n u = -1} ∩ Icc (-1) 1 = Ico (-1) (-(r ⬝ᵥ n)) := by
      ext u
      simp only [outcome, mem_inter_iff, Set.mem_ofPred_eq, mem_Icc, mem_Ico]
      split_ifs with hu
      · exact ⟨fun q => absurd q.1 (by norm_num), fun q => by linarith [q.2]⟩
      · have hu' := not_le.mp hu
        exact ⟨fun q => ⟨q.2.1, by linarith⟩, fun q => ⟨rfl, q.1, by linarith [q.2]⟩⟩
    rw [measureReal_def, hiddenLaw, Measure.smul_apply,
      Measure.restrict_apply' measurableSet_Icc, e, Real.volume_Ico, smul_eq_mul,
      ENNReal.toReal_mul, ENNReal.toReal_ofReal (by linarith), ENNReal.toReal_inv,
      ENNReal.toReal_ofNat]
    ring
```

For the mean, write the outcome as \(2\chi(u)-1\), where \(\chi(u)\) is 1 if \(u\ge-r\cdot n\) and 0 otherwise. The average of \(\chi\) is the probability of \(+1\), so

\[
\langle 2\chi-1\rangle=2\cdot\tfrac12(1+r\cdot n)-1=r\cdot n .
\]

The proof follows this route: `hS` describes the set with outcome \(+1\), `e` is the rewriting with \(\chi\), and `hint` supplies the integrability needed to split the integral. The constant term integrates to 1 because the hidden law is normalised.

```lean
/-- If `|r · n| ≤ 1`, the outcome averaged over the hidden variable is `r · n`. -/
theorem outcome_mean {r n : Fin 3 → ℝ} (h : |r ⬝ᵥ n| ≤ 1) :
    ∫ u, outcome r n u ∂hiddenLaw = r ⬝ᵥ n := by
  have hS : {u | outcome r n u = 1} = Ici (-(r ⬝ᵥ n)) := by
    ext u
    simp only [outcome, Set.mem_ofPred_eq, mem_Ici]
    split_ifs with hu
    · exact ⟨fun _ => by linarith, fun _ => rfl⟩
    · exact ⟨fun q => absurd q (by norm_num), fun q => absurd (by linarith) hu⟩
  -- the outcome is twice an indicator minus one
  have e : ∀ u, outcome r n u = 2 * (Ici (-(r ⬝ᵥ n))).indicator (1 : ℝ → ℝ) u - 1 := by
    intro u
    by_cases hu : 0 ≤ u + r ⬝ᵥ n
    · have hm : u ∈ Ici (-(r ⬝ᵥ n)) := mem_Ici.mpr (by linarith)
      rw [outcome, if_pos hu, indicator_of_mem hm, Pi.one_apply]
      norm_num
    · have hm : u ∉ Ici (-(r ⬝ᵥ n)) := fun q => hu (by linarith [mem_Ici.mp q])
      rw [outcome, if_neg hu, indicator_of_notMem hm]
      norm_num
  have hint : Integrable
      (fun u => 2 * (Ici (-(r ⬝ᵥ n))).indicator (1 : ℝ → ℝ) u) hiddenLaw :=
    ((integrable_const (1 : ℝ)).indicator measurableSet_Ici).const_mul 2
  simp only [e]
  rw [integral_sub hint (integrable_const _), integral_const_mul,
    integral_indicator_one measurableSet_Ici, ← hS, outcome_probability h (Or.inl rfl),
    integral_const]
  simp only [probReal_univ, smul_eq_mul]
  ring
```

At the edge of the allowed range, let \(r\) be a unit vector. Along \(n=r\) the threshold is \(-1\), and every \(u\) in \([-1,1]\) gives \(+1\). Along \(n=-r\) the threshold is \(1\); only \(u=1\) gives \(+1\), and \(-1\) has probability one. A pure state thus has a definite spin along its own axis, up to a set of probability zero. At the other extreme, \(r=0\) makes the outcome a fair coin in every direction.

## Agreement with the Born rule in every direction

The main theorem takes `hr` and `hn` and states that the mean outcome equals both \(r\cdot n\) and \(\operatorname{tr}(\rho\sigma_n)\). It also states that, for each sign \(s\), the probability equals both \((1+s\,r\cdot n)/2\) and \(\operatorname{tr}(\rho P_s)\). The proof obtains \(|r\cdot n|\le1\) from the two hypotheses and combines the preceding results. The sharpness theorem is not needed for these equalities; it identifies the matrices in them as those of a sharp spin measurement.

```lean
/-- The simplified single-spin model: for `r` in the closed unit ball and a unit vector `n`, the
mean outcome is `r · n` and each sign `s` has probability `(1 + s r · n)/2`, and both agree with the
quantum trace formulas. -/
theorem bell_single_spin_model {r n : Fin 3 → ℝ} (hr : r ⬝ᵥ r ≤ 1) (hn : n ⬝ᵥ n = 1) :
    (∫ u, outcome r n u ∂hiddenLaw = r ⬝ᵥ n ∧
      ((∫ u, outcome r n u ∂hiddenLaw : ℝ) : ℂ) = (blochState r * sigma n).trace) ∧
    ∀ s : ℝ, s = 1 ∨ s = -1 →
      hiddenLaw.real {u | outcome r n u = s} = (1 + s * (r ⬝ᵥ n)) / 2 ∧
      ((hiddenLaw.real {u | outcome r n u = s} : ℝ) : ℂ) =
        (blochState r * spinProj n s).trace := by
  have h := abs_dot_le_one hr hn
  refine ⟨⟨outcome_mean h, ?_⟩, fun s hs => ⟨outcome_probability h hs, ?_⟩⟩
  · rw [outcome_mean h, (born_rule r n 1).2]
  · rw [outcome_probability h hs, (born_rule r n s).1]
```

The theorem treats one measurement on one spin. It describes neither the state after the measurement nor joint or successive measurements, and the outcome rule depends on the state through \(r\) as well as on \(u\).

## Outside the ball: a required probability above one

For \(r=(0,0,2)\) and \(n=(0,0,1)\), the formula asks for outcome \(+1\) with probability \(\tfrac32\). The model returns \(+1\) for every \(u\) in \([-1,1]\), which is probability 1, so the two disagree.

The same happens for every \(r\) outside the ball. Put \(R=|r|>1\) and \(n=r/R\). Then \(n\) is a unit vector, \(r\cdot n=R\), and the formula demands \((1+R)/2>1\), which no probability can equal. Conversely, inside the ball the formula holds along every unit vector, as already shown. The model therefore gives \(+1\) the probability \((1+r\cdot n)/2\) in all directions exactly when \(r\cdot r\le1\).

In the proof, `hd` and `hu` establish \(r\cdot n=R\) and \(n\cdot n=1\) for this direction, and `hle` is the bound by one that produces the contradiction.

```lean
/-- The model gives outcome `+1` the probability `(1 + r · n)/2` along every unit vector
`n` exactly when `r` lies in the closed unit ball. -/
theorem model_valid_iff_unit_ball (r : Fin 3 → ℝ) :
    (∀ n : Fin 3 → ℝ, n ⬝ᵥ n = 1 →
      hiddenLaw.real {u | outcome r n u = 1} = (1 + r ⬝ᵥ n) / 2) ↔ r ⬝ᵥ r ≤ 1 := by
  constructor
  · intro H
    by_contra hc
    have hc' : 1 < r ⬝ᵥ r := not_le.mp hc
    obtain ⟨R, hR0, hR⟩ : ∃ R : ℝ, 0 ≤ R ∧ R * R = r ⬝ᵥ r :=
      ⟨√(r ⬝ᵥ r), Real.sqrt_nonneg _, Real.mul_self_sqrt (by linarith)⟩
    have hR1 : 1 < R := by nlinarith
    have hne : R ≠ 0 := by linarith
    -- measure along the direction of r itself
    have hd : r ⬝ᵥ (R⁻¹ • r) = R := by
      rw [dotProduct_smul, smul_eq_mul, ← hR, inv_mul_cancel_left₀ hne]
    have hu : (R⁻¹ • r) ⬝ᵥ (R⁻¹ • r) = 1 := by
      rw [smul_dotProduct, hd, smul_eq_mul, inv_mul_cancel₀ hne]
    have hp := H _ hu
    rw [hd] at hp
    have hle : hiddenLaw.real {u | outcome r (R⁻¹ • r) u = 1} ≤ 1 := measureReal_le_one
    linarith
  · intro hr n hn
    rw [outcome_probability (abs_dot_le_one hr hn) (Or.inl rfl), one_mul]

end

end BellSingleSpin
```

```lean
#print axioms BellSingleSpin.spinProj_sharp
#print axioms BellSingleSpin.bell_single_spin_model
#print axioms BellSingleSpin.model_valid_iff_unit_ball
```

```
'BellSingleSpin.spinProj_sharp' depends on axioms: [propext, Classical.choice, Quot.sound]
'BellSingleSpin.bell_single_spin_model' depends on axioms: [propext, Classical.choice, Quot.sound]
'BellSingleSpin.model_valid_iff_unit_ball' depends on axioms: [propext, Classical.choice, Quot.sound]
```
